# Real triplet products mean an inversion centre, for real grid densities with no vanishing structure factor

Take a one-dimensional crystal whose unit cell holds three sample points, with real densities \(r_0, r_1, r_2\). Its structure factors are \(F(0)=r_0+r_1+r_2\), \(F(1)=r_0+r_1\omega+r_2\omega^2\) with \(\omega=e^{2\pi i/3}\), and \(F(2)=\overline{F(1)}\). Moving the origin changes the phase of \(F(1)\), but not a product of three structure factors whose indices sum to zero modulo 3. Can such products tell whether the crystal has an inversion centre?

Here they are \(F(0)^3\), \(F(0)|F(1)|^2\), \(F(1)^3\) and \(F(2)^3=\overline{F(1)^3}\). Only the last two can fail to be real, and expanding the cube gives

\[
\operatorname{Im}F(1)^3=\tfrac{3\sqrt3}{2}\,(r_0-r_1)(r_1-r_2)(r_0-r_2).
\]

So all products are real exactly when two of the densities are equal, and the ring is then symmetric about the third point. In terms of phases, if \(F(1)\neq0\) and \(F(1)^3\) is real, then \(F(1)/\overline{F(1)}\) is a cube root of unity \(e^{2\pi i c/3}\), and the integer \(c\) gives the inversion \(x\mapsto c-x\). The same mechanism works on a periodic grid of any size and dimension, provided that no structure factor vanishes.

## Plane waves and triplets on a periodic grid

```lean
import Mathlib

open Matrix ComplexConjugate

namespace TripletCentrosymmetry

noncomputable section

variable {N d : ℕ} [NeZero N]
```

The last line introduces two natural numbers: \(N\), the number of grid points along each cell axis, and \(d\), the dimension. `[NeZero N]` says that \(N\neq0\).

```lean
/-- The plane wave `exp(2πi h·x/N)` with reciprocal vector `h` at the grid point `x`. -/
def wave (h x : Fin d → ZMod N) : ℂ := ZMod.stdAddChar (h ⬝ᵥ x)
```

The type `Fin d → ZMod N` is a vector of \(d\) integers modulo \(N\). For a position \(x\) these are fractional coordinates in steps of \(1/N\), so the cell may be oblique; for a reciprocal vector \(h\) they are Miller indices modulo \(N\). The symbol `⬝ᵥ` is the dot product, and `ZMod.stdAddChar` sends \(a\) to \(e^{2\pi i a/N}\). Write \(w_h(x)=e^{2\pi i h\cdot x/N}\) for `wave h x`.

```lean
/-- The structure factor `F(h) = ∑ r(x) exp(2πi h·x/N)` of a real density on a periodic grid. -/
def structureFactor (r : (Fin d → ZMod N) → ℝ) (h : Fin d → ZMod N) : ℂ :=
  ∑ x, (r x : ℂ) * wave h x
```

This is \(F(h)=\sum_x r(x)\,w_h(x)\), without a volume factor. The type `ℝ` of the values means a real density, which in X-ray diffraction means that the imaginary part of anomalous scattering is neglected. The opposite sign in the exponent would only conjugate every \(F(h)\).

```lean
/-- The triplet product `F(h) F(k) F(-h-k)`. -/
def triplet (r : (Fin d → ZMod N) → ℝ) (h k : Fin d → ZMod N) : ℂ :=
  structureFactor r h * structureFactor r k * structureFactor r (-h - k)
```

Write \(T(h,k)=F(h)F(k)F(-h-k)\). When it is nonzero, it is real exactly when the textbook triplet phase \(\varphi_h+\varphi_k+\varphi_{-h-k}\) is \(0\) or \(\pi\), modulo \(2\pi\).

## Shifting and inverting the density

```lean
/-- The plane waves of three reciprocal vectors that sum to zero multiply to one. -/
theorem wave_triplet (h k x : Fin d → ZMod N) :
    wave h x * wave k x * wave (-h - k) x = 1 := by
  simp only [wave, ← AddChar.map_add_eq_mul, ← add_dotProduct]
  rw [show h + k + (-h - k) = 0 by abel, zero_dotProduct, AddChar.map_zero_eq_one]
```

The exponents add up to \((h+k-h-k)\cdot x=0\), so the product is 1. In Lean, `simp` merges the three waves into one and `abel` checks that the vectors sum to zero.

```lean
/-- Translating the density multiplies each structure factor by a plane-wave phase. -/
theorem structureFactor_translate (r : (Fin d → ZMod N) → ℝ) (t h : Fin d → ZMod N) :
    structureFactor (fun x => r (x + t)) h = wave h (-t) * structureFactor r h := by
  unfold structureFactor
  rw [Finset.mul_sum]
  refine Fintype.sum_equiv (Equiv.addRight t) _ _ fun x => ?_
  have hw : wave h x = wave h (-t) * wave h (x + t) := by
    simp only [wave, ← AddChar.map_add_eq_mul, ← dotProduct_add]
    rw [show -t + (x + t) = x by abel]
  simp only [Equiv.coe_addRight]
  rw [hw]
  ring
```

Substitute \(y=x+t\):

\[
\sum_x r(x+t)\,w_h(x)=\sum_y r(y)\,w_h(y-t)=w_h(-t)\,F(h).
\]

The substitution is `Fintype.sum_equiv` with the map `Equiv.addRight t`.

```lean
/-- Triplet products do not depend on the choice of origin. -/
theorem triplet_translate (r : (Fin d → ZMod N) → ℝ) (t h k : Fin d → ZMod N) :
    triplet (fun x => r (x + t)) h k = triplet r h k := by
  simp only [triplet, structureFactor_translate]
  linear_combination (structureFactor r h * structureFactor r k *
    structureFactor r (-h - k)) * wave_triplet h k (-t)
```

The triplet of the shifted density is \(w_h(-t)\,w_k(-t)\,w_{-h-k}(-t)\,T(h,k)\), and the three waves multiply to 1. `linear_combination` uses that identity, multiplied by the structure factors.

```lean
/-- The density inverted through `x ↦ c - x` has structure factors
`exp(2πi h·c/N) conj F(h)`. -/
theorem structureFactor_invert (r : (Fin d → ZMod N) → ℝ) (c h : Fin d → ZMod N) :
    structureFactor (fun x => r (c - x)) h = wave h c * conj (structureFactor r h) := by
  unfold structureFactor
  rw [map_sum, Finset.mul_sum]
  refine Fintype.sum_equiv (Equiv.subLeft c) _ _ fun x => ?_
  have hw : wave h x = wave h c * conj (wave h (c - x)) := by
    simp only [wave, ← AddChar.map_neg_eq_conj, ← AddChar.map_add_eq_mul, dotProduct_sub]
    congr 1
    ring
  simp only [Equiv.subLeft_apply, map_mul, Complex.conj_ofReal]
  rw [hw]
  ring
```

Substitute \(y=c-x\). Since \(r\) is real,

\[
\sum_x r(c-x)\,w_h(x)=w_h(c)\sum_y r(y)\,\overline{w_h(y)}=w_h(c)\,\overline{F(h)}.
\]

The vector \(c\) is twice the position of the centre, modulo the lattice. The centre itself may therefore lie midway between grid points.

## From structure factors back to the density

```lean
/-- At a grid point other than the origin, the plane waves of all reciprocal vectors
sum to zero. -/
theorem sum_wave_eq_zero {x : Fin d → ZMod N} (hx : x ≠ 0) : ∑ h, wave h x = 0 := by
  obtain ⟨i, hi⟩ := Function.ne_iff.mp hx
  have hne : wave (Pi.single i 1) x ≠ 1 := by
    intro h
    rw [wave, single_dotProduct, one_mul] at h
    exact hi (ZMod.injective_stdAddChar (h.trans (AddChar.map_zero_eq_one _).symm))
  -- shifting the summation variable multiplies the sum by a factor other than one
  have hs : wave (Pi.single i 1) x * ∑ h, wave h x = ∑ h, wave h x := by
    rw [Finset.mul_sum]
    refine Fintype.sum_equiv (Equiv.addLeft (Pi.single i 1)) _ _ fun h => ?_
    simp only [wave, Equiv.coe_addLeft, add_dotProduct, AddChar.map_add_eq_mul]
  have h0 : (wave (Pi.single i 1) x - 1) * ∑ h, wave h x = 0 := by
    linear_combination hs
  exact (mul_eq_zero.mp h0).resolve_left (sub_ne_zero.mpr hne)
```

If \(x\neq0\), some component \(x_i\) is nonzero. Let \(e_i\) be the corresponding unit vector, `Pi.single i 1`. Then \(w_{e_i}(x)=e^{2\pi i x_i/N}\neq1\). Replacing \(h\) by \(h+e_i\) only reorders the sum \(S=\sum_h w_h(x)\), so \(w_{e_i}(x)\,S=S\) and hence \(S=0\). These are `hne`, `hs` and the last two steps.

```lean
/-- Fourier synthesis: the structure factors return the density, times the number of
grid points. -/
theorem fourier_synthesis (r : (Fin d → ZMod N) → ℝ) (y : Fin d → ZMod N) :
    ∑ h, structureFactor r h * wave h (-y) = (N : ℂ) ^ d * r y := by
  have key : ∀ x, ∑ h, (r x : ℂ) * wave h x * wave h (-y) = r x * ∑ h, wave h (x - y) := by
    intro x
    rw [Finset.mul_sum]
    refine Finset.sum_congr rfl fun h _ => ?_
    simp only [wave, sub_eq_add_neg, dotProduct_add, AddChar.map_add_eq_mul, mul_assoc]
  have h0 : ∑ h : Fin d → ZMod N, wave h 0 = (N : ℂ) ^ d := by
    simp [wave, ZMod.card]
  simp only [structureFactor, Finset.sum_mul]
  rw [Finset.sum_comm, Finset.sum_congr rfl fun x _ => key x, Finset.sum_eq_single y]
  · rw [sub_self, h0, mul_comm]
  · intro x _ hx
    rw [sum_wave_eq_zero (sub_ne_zero.mpr hx), mul_zero]
  · simp
```

Insert the definition of \(F\) and exchange the sums:

\[
\sum_h F(h)\,w_h(-y)=\sum_x r(x)\sum_h w_h(x-y)=N^d\,r(y).
\]

By the previous lemma only \(x=y\) survives, where the inner sum counts the \(N^d\) reciprocal vectors. Dividing by \(N^d\) gives the usual inverse transform, so two densities with equal structure factors are equal.

```lean
/-- Every multiplicative phase function on the reciprocal grid is a plane wave at some
grid point `c`. -/
theorem character_eq_wave (χ : AddChar (Fin d → ZMod N) ℂ) : ∃ c, ∀ h, χ h = wave h c := by
  have hz : ZMod.stdAddChar (1 : ZMod N) = Complex.exp (2 * Real.pi * Complex.I / N) := by
    simpa using ZMod.stdAddChar_coe (N := N) 1
  -- on each basis vector the character is an N-th root of unity
  have hgen : ∀ i, ∃ a : ZMod N, χ (Pi.single i 1) = ZMod.stdAddChar a := by
    intro i
    have hN : χ (Pi.single i 1) ^ N = 1 := by
      rw [← AddChar.map_nsmul_eq_pow, ← AddChar.map_zero_eq_one χ]
      congr 1
      ext j
      simp
    obtain ⟨m, -, hm⟩ :=
      (Complex.isPrimitiveRoot_exp N (NeZero.ne N)).eq_pow_of_pow_eq_one hN
    exact ⟨m • (1 : ZMod N), by rw [AddChar.map_nsmul_eq_pow, hz, hm]⟩
  -- characters turn finite sums into products
  have hmap : ∀ (A : Type) [AddCommMonoid A] (ψ : AddChar A ℂ) (f : Fin d → A)
      (s : Finset (Fin d)), ψ (∑ i ∈ s, f i) = ∏ i ∈ s, ψ (f i) := by
    intro A _ ψ f s
    induction s using Finset.induction_on with
    | empty => simp
    | insert a s ha ih =>
      rw [Finset.sum_insert ha, Finset.prod_insert ha, AddChar.map_add_eq_mul, ih]
  choose c hc using hgen
  refine ⟨c, fun h => ?_⟩
  have hsum : h = ∑ i, (h i).val • (Pi.single i 1 : Fin d → ZMod N) := by
    ext j
    rw [Finset.sum_apply, Finset.sum_eq_single j]
    · rw [Pi.smul_apply, Pi.single_eq_same, nsmul_eq_mul, mul_one, ZMod.natCast_zmod_val]
    · intro i _ hij
      rw [Pi.smul_apply, Pi.single_eq_of_ne hij.symm, smul_zero]
    · intro hj
      exact absurd (Finset.mem_univ j) hj
  calc χ h = χ (∑ i, (h i).val • (Pi.single i 1 : Fin d → ZMod N)) := congrArg χ hsum
    _ = ∏ i, ZMod.stdAddChar (c i) ^ (h i).val := by
      rw [hmap]
      exact Finset.prod_congr rfl fun i _ => by rw [AddChar.map_nsmul_eq_pow, hc]
    _ = wave h c := by
      rw [wave, dotProduct, hmap]
      refine Finset.prod_congr rfl fun i _ => ?_
      rw [← AddChar.map_nsmul_eq_pow, nsmul_eq_mul, ZMod.natCast_zmod_val]
```

An `AddChar` is a function \(\chi\) with \(\chi(0)=1\) and \(\chi(h+k)=\chi(h)\chi(k)\). Since \(Ne_i=0\) on the grid, \(\chi(e_i)^N=\chi(0)=1\), so \(\chi(e_i)=e^{2\pi i c_i/N}\) for some \(c_i\). This is `hgen`, and `choose` collects the \(c_i\) into a vector \(c\). Writing \(h=\sum_i h_ie_i\), as `hsum` does, gives

\[
\chi(h)=\prod_i\chi(e_i)^{h_i}=e^{2\pi i h\cdot c/N}=w_h(c).
\]

## Real triplets and the inversion centre

```lean
/-- For a real density with no vanishing structure factor, all triplet products are real
if and only if the density is symmetric under an inversion `x ↦ c - x` of the grid. -/
theorem triplets_real_iff_centrosymmetric (r : (Fin d → ZMod N) → ℝ)
    (hF : ∀ h, structureFactor r h ≠ 0) :
    (∀ h k, (triplet r h k).im = 0) ↔ ∃ c, ∀ x, r (c - x) = r x := by
  constructor
  · intro hT
    have hF' : ∀ h, conj (structureFactor r h) ≠ 0 := fun h =>
      (map_ne_zero (starRingEnd ℂ)).mpr (hF h)
    -- u(h) is the phase factor of F(h), squared
    let u : (Fin d → ZMod N) → ℂ := fun h => structureFactor r h / conj (structureFactor r h)
    have u_zero : u 0 = 1 := by
      have h0 : conj (structureFactor r 0) = structureFactor r 0 := by
        simp [structureFactor, wave]
      change structureFactor r 0 / conj (structureFactor r 0) = 1
      rw [h0, div_self (hF 0)]
    have u_prod : ∀ h k, u h * u k * u (-h - k) = 1 := by
      intro h k
      have hreal := Complex.conj_eq_iff_im.mpr (hT h k)
      simp only [triplet, map_mul] at hreal
      simp only [u]
      rw [div_mul_div_comm, div_mul_div_comm, hreal]
      exact div_self (mul_ne_zero (mul_ne_zero (hF h) (hF k)) (hF _))
    have u_add : ∀ h k, u (h + k) = u h * u k := by
      intro h k
      have a := u_prod (h + k) 0
      have b := u_prod h k
      rw [u_zero, mul_one, show -(h + k) - 0 = -h - k by abel] at a
      linear_combination (u h * u k) * a - u (h + k) * b
    obtain ⟨c, hc⟩ := character_eq_wave (⟨u, u_zero, u_add⟩ : AddChar (Fin d → ZMod N) ℂ)
    -- the inverted density has the same structure factors, hence is the same density
    have hsame : ∀ h, structureFactor (fun x => r (c - x)) h = structureFactor r h := by
      intro h
      have hu : structureFactor r h / conj (structureFactor r h) = wave h c := hc h
      rw [structureFactor_invert, ← hu, div_mul_cancel₀ _ (hF' h)]
    refine ⟨c, fun x => ?_⟩
    have e := fourier_synthesis (fun x => r (c - x)) x
    simp only [hsame] at e
    rw [fourier_synthesis r x] at e
    have hN : (N : ℂ) ^ d ≠ 0 := pow_ne_zero _ (Nat.cast_ne_zero.mpr (NeZero.ne N))
    exact (Complex.ofReal_injective (mul_left_cancel₀ hN e)).symm
  · rintro ⟨c, hc⟩ h k
    have key : ∀ h, structureFactor r h = wave h c * conj (structureFactor r h) := by
      intro h
      rw [← structureFactor_invert]
      simp only [hc]
    apply Complex.conj_eq_iff_im.mp
    -- the three phases of the centre cancel
    symm
    calc triplet r h k
        = (wave h c * conj (structureFactor r h)) * (wave k c * conj (structureFactor r k)) *
          (wave (-h - k) c * conj (structureFactor r (-h - k))) := by
          rw [← key, ← key, ← key, triplet]
      _ = (wave h c * wave k c * wave (-h - k) c) * conj (triplet r h k) := by
          simp only [triplet, map_mul]
          ring
      _ = conj (triplet r h k) := by rw [wave_triplet, one_mul]
```

The hypothesis `hF` says that \(F(h)\neq0\) for every \(h\): there are no extinct reflections, and in particular none of the systematic absences caused by centring, glide planes or screw axes. Under it, \(\operatorname{Im}T(h,k)=0\) for all \(h,k\) if and only if some grid vector \(c\) satisfies \(r(c-x)=r(x)\) for all \(x\).

Suppose the triplets are real, and set \(u(h)=F(h)/\overline{F(h)}\).

1. \(F(0)=\sum_x r(x)\) is real and nonzero, so \(u(0)=1\) (`u_zero`).
2. Since \(T(h,k)\) is real and nonzero, \(u(h)\,u(k)\,u(-h-k)=T(h,k)/\overline{T(h,k)}=1\) (`u_prod`).
3. The same identity for the pair \(h+k,\,0\) reads \(u(h+k)\,u(-h-k)=1\). Comparing the two gives \(u(h+k)=u(h)\,u(k)\) (`u_add`).
4. So \(u\) is a character, and there is a \(c\) with \(u(h)=w_h(c)\), that is, \(F(h)=w_h(c)\,\overline{F(h)}\).
5. The right-hand side is the structure factor of \(r(c-x)\) (`hsame`). Fourier synthesis then gives \(r(c-x)=r(x)\).

Conversely, if \(r(c-x)=r(x)\), then \(F(h)=w_h(c)\,\overline{F(h)}\) for every \(h\) (`key`). Multiplying three such equations gives

\[
T(h,k)=w_h(c)\,w_k(c)\,w_{-h-k}(c)\,\overline{T(h,k)}=\overline{T(h,k)},
\]

which is the closing `calc` block. This direction never uses `hF`.

Electronic-structure programs often store densities on periodic grids. If the grid has the same number of points along every axis and no Fourier coefficient is zero, the theorem gives an origin-independent criterion for inversion symmetry of the sampled density. A density whose plane-wave expansion is cut off at a sphere inside the reciprocal grid does not meet this condition, because its coefficients outside the sphere are zero. The step from the samples to the continuous density of a real crystal, with its unbounded set of reflections, needs a separate argument.

## Six points with zero triplets and no centre

```lean
/-- If some translation reverses the sign of the density, all its triplet products vanish. -/
theorem triplet_eq_zero_of_antitranslation (r : (Fin d → ZMod N) → ℝ) (t : Fin d → ZMod N)
    (hr : ∀ x, r (x + t) = -r x) (h k : Fin d → ZMod N) : triplet r h k = 0 := by
  have e := triplet_translate r t h k
  have hneg : ∀ h, structureFactor (fun x => r (x + t)) h = -structureFactor r h := by
    intro h
    simp [structureFactor, hr]
  simp only [triplet, hneg] at e ⊢
  linear_combination (-1 / 2 : ℂ) * e
```

If \(r(x+t)=-r(x)\), shifting by \(t\) changes the sign of every structure factor, and so of every triplet. But triplets do not change under a shift. Hence \(T=-T\), and \(T=0\). A simple antiferromagnetic spin density can have this symmetry.

```lean
/-- The values 1, 2, 4, -1, -2, -4 on a periodic row of six grid points. -/
def sixPoint (a : ZMod 6) : ℤ := (![1, 2, 4, -1, -2, -4] : Fin 6 → ℤ) a
```

The second half of the row repeats the first with opposite sign. Such values can represent a spin density, but not an electron density, which is never negative. The values are integers, so Lean can compare them by evaluation.

```lean
/-- The six-point density 1, 2, 4, -1, -2, -4 has only zero triplet products, yet it has
no inversion centre. -/
theorem sixPoint_triplets_zero_not_centrosymmetric :
    (∀ h k, triplet (fun x : Fin 1 → ZMod 6 => (sixPoint (x 0) : ℝ)) h k = 0) ∧
      ¬ ∃ c : Fin 1 → ZMod 6, ∀ x : Fin 1 → ZMod 6,
        (sixPoint ((c - x) 0) : ℝ) = sixPoint (x 0) := by
  have hanti : ∀ a : ZMod 6, sixPoint (a + 3) = -sixPoint a := by decide
  have hno : ¬ ∃ c : ZMod 6, ∀ a : ZMod 6, sixPoint (c - a) = sixPoint a := by decide
  constructor
  · refine triplet_eq_zero_of_antitranslation _ (fun _ => 3) fun x => ?_
    simp only [Pi.add_apply, hanti, Int.cast_neg]
  · rintro ⟨c, hc⟩
    exact hno ⟨c 0, fun a => Int.cast_injective (α := ℝ) (hc fun _ => a)⟩

end

end TripletCentrosymmetry
```

A shift by three points reverses the sign, so all triplets vanish and are in particular real. Yet there is no centre. The value 1 occurs only at \(x=0\), so \(r(c-0)=r(0)\) forces \(c=0\); but then \(r(-1)=-4\) would have to equal \(r(1)=2\). In Lean, `decide` checks both the sign reversal (`hanti`) and the absence of a centre (`hno`) by running through all cases.

Real triplets therefore do not imply a centre if nothing is assumed about \(F\). In this example \(F(0)\), \(F(2)\) and \(F(4)\) vanish, so it does not show that every single structure factor has to be nonzero.

```lean
#print axioms TripletCentrosymmetry.triplets_real_iff_centrosymmetric
#print axioms TripletCentrosymmetry.sixPoint_triplets_zero_not_centrosymmetric
```

```
'TripletCentrosymmetry.triplets_real_iff_centrosymmetric' depends on axioms: [propext, Classical.choice, Quot.sound]
'TripletCentrosymmetry.sixPoint_triplets_zero_not_centrosymmetric' depends on axioms: [propext, Classical.choice, Quot.sound]
```
